# The lowest eigenvalue of the two-level Hamiltonian Bσ_y is −|B|

Take a two-state system whose Hamiltonian vanishes at zero field, and leave out the diamagnetic term and any coupling to spin. With ħ = 1 and the magnetic-moment factor absorbed into the real field strength B, the Hamiltonian is BL. Here L = iK is the orbital angular momentum, and K is the real matrix that generates rotations of the plane. Written out, L is the Pauli matrix σ_y, and `doublet_groundEnergy` says that for every real B the infimum of the real eigenvalues of BL is −|B|. Eigenvectors need only be non-zero, and their length does not affect the eigenvalue. The proof first works out, as `hact`, what the Hamiltonian does to an arbitrary vector. It then gives an eigenvector with energy −|B| and shows that any real eigenvalue e has e² = B², so none lies lower.

An attempt in Lean 4 with a fault in it:

```lean
import Mathlib

open Matrix Complex
open scoped ComplexOrder

namespace DoubletGroundEnergy

noncomputable section

variable {n : Type*} [Fintype n] [DecidableEq n]

/-- The orbital angular momentum `L = iK` built from a real matrix `K`. -/
def orbital (K : Matrix n n ℝ) : Matrix n n ℂ := I • K.map Complex.ofReal

/-- The Hamiltonian `H + B L + B² D` in a magnetic field `B`, with `L = iK` and
diamagnetic term `D`. -/
def fieldHamiltonian (H K D : Matrix n n ℝ) (B : ℝ) : Matrix n n ℂ :=
  (H + B ^ 2 • D).map Complex.ofReal + (B : ℂ) • orbital K

/-- The infimum of the real eigenvalues of a matrix; for a Hermitian matrix of nonzero size
it is the lowest eigenvalue. -/
def lowestEigenvalue (A : Matrix n n ℂ) : ℝ :=
  sInf {e : ℝ | ∃ x : n → ℂ, x ≠ 0 ∧ A *ᵥ x = (e : ℂ) • x}

/-- For a doublet with `H = 0`, `D = 0` and `K` the generator of plane rotations, the lowest
energy in the field is exactly `-|B|`. -/
theorem doublet_groundEnergy (B : ℝ) :
    lowestEigenvalue (fieldHamiltonian (0 : Matrix (Fin 2) (Fin 2) ℝ) !![0, -1; 1, 0] 0 B)
      = -|B| := by
  have hact : ∀ x : Fin 2 → ℂ,
      fieldHamiltonian (0 : Matrix (Fin 2) (Fin 2) ℝ) !![0, -1; 1, 0] 0 B *ᵥ x
        = ![-(I * B * x 1), I * B * x 0] := by
    intro x
    ext i
    fin_cases i <;>
      simp [fieldHamiltonian, orbital, Matrix.mulVec, dotProduct, Fin.sum_univ_two,
        mul_comm, mul_left_comm]
  refine IsLeast.csInf_eq ⟨?_, ?_⟩
  · -- the circulating state (1, ∓i) has energy -|B|
    rcases le_total 0 B with h | h
    · refine ⟨![1, -I], fun h0 => by simpa using congrFun h0 0, ?_⟩
      rw [hact]
      ext i
      fin_cases i <;> simp [Complex.ext_iff, abs_of_nonneg h]
    · refine ⟨![1, I], fun h0 => by simpa using congrFun h0 0, ?_⟩
      rw [hact]
      ext i
      fin_cases i <;> simp [Complex.ext_iff, abs_of_nonpos h]
  · rintro e ⟨x, hx, he⟩
    rw [hact] at he
    have h0 : -(I * B * x 1) = (e : ℂ) * x 0 := congrFun he 0
    have h1 : I * B * x 0 = (e : ℂ) * x 1 := congrFun he 1
    have a0 : ((e : ℂ) ^ 2 - (B : ℂ) ^ 2) * x 0 = 0 := by
      linear_combination -(e : ℂ) * h0 + I * B * h1 - (B : ℂ) ^ 2 * x 0 * Complex.I_sq
    have a1 : ((e : ℂ) ^ 2 - (B : ℂ) ^ 2) * x 1 = 0 := by
      linear_combination -(e : ℂ) * h1 - I * B * h0 - (B : ℂ) ^ 2 * x 1 * Complex.I_sq
    have hsq : e ^ 2 = B ^ 2 := by
      by_contra hne
      have hc : (e : ℂ) ^ 2 - (B : ℂ) ^ 2 ≠ 0 := fun h =>
        hne (by exact_mod_cast sub_eq_zero.1 h)
      apply hx
      ext i
      fin_cases i
      · exact (mul_eq_zero.1 a0).resolve_left hc
      · exact (mul_eq_zero.1 a1).resolve_left hc
    rw [← (sq_eq_sq_iff_abs_eq_abs e B).1 hsq]
    exact neg_abs_le e

end

end DoubletGroundEnergy
```

The error:

```
Main.lean:32:44: error: unsolved goals
case «0»
B : ℝ
x : Fin 2 → ℂ
⊢ I * (↑B * x 1) = I * ↑B * x 1

case «1»
B : ℝ
x : Fin 2 → ℂ
⊢ I * (↑B * x 0) = I * ↑B * x 0
```

Both unsolved goals come from `hact`, one for each component of the vector. In each, the two sides are the same product with the brackets placed differently: the left is `I * (↑B * x 1)`, while the right, `I * ↑B * x 1`, means `(I * ↑B) * x 1`.

`simp` had been given `mul_comm` and `mul_left_comm`, which reorder factors, but not `mul_assoc`, which moves the brackets. Reordering can sometimes get round this, but `simp` uses such lemmas only when the result comes earlier in a fixed ordering of terms, and here it stopped with the two sides still different.

The repair adds `<;> ring`, which runs `ring` on each goal `simp` leaves. `ring` proves identities that hold in any commutative ring, however the products are bracketed, so it closes both.

The other change only rewords a comment, to say which vector goes with which sign of B, and has no effect on the proof.

The repair, with which the file compiles:

```diff
@@ -35,7 +35,7 @@
     fin_cases i <;>
       simp [fieldHamiltonian, orbital, Matrix.mulVec, dotProduct, Fin.sum_univ_two,
-        mul_comm, mul_left_comm]
+        mul_comm, mul_left_comm] <;> ring
   refine IsLeast.csInf_eq ⟨?_, ?_⟩
-  · -- the circulating state (1, ∓i) has energy -|B|
+  · -- energy -|B| is reached by (1, -i) for B ≥ 0 and by (1, i) for B ≤ 0
     rcases le_total 0 B with h | h
     · refine ⟨![1, -I], fun h0 => by simpa using congrFun h0 0, ?_⟩
```
